# The fourth moment of a symmetric displacement from the small-G limit of its mean cosine

The theorem `mean_cos_quartic` concerns a real displacement u with finitely many possible values and a normalised probability distribution symmetric under reflection. With m2 and m4 the second and fourth moments of u, it states that (⟨cos(Gu)⟩ − 1 + G²m2/2)/G⁴ tends to m4/24 as the real number G tends to zero through nonzero values. The attempt proves the limit for each fixed displacement, using a sixth-order bound on the error of the cosine's expansion, and then averages over the distribution. What remains is to show that the averaged expression equals the one in the statement.

The first attempt, which Lean rejects:

```lean
import Mathlib

open Filter Topology

namespace MeanCosQuartic

noncomputable section

/-- A probability distribution on finitely many real displacements,
symmetric under reflection of the displacement. -/
structure SymmetricDisplacement where
  values : Finset ℝ
  prob : ℝ → ℝ
  nonneg : ∀ x ∈ values, 0 ≤ prob x
  total : ∑ x ∈ values, prob x = 1
  neg_mem : ∀ x ∈ values, -x ∈ values
  prob_neg : ∀ x ∈ values, prob (-x) = prob x

namespace SymmetricDisplacement

/-- The mean of a function of the displacement. -/
def mean (D : SymmetricDisplacement) (f : ℝ → ℝ) : ℝ :=
  ∑ x ∈ D.values, D.prob x * f x

/-- The `n`-th moment of the displacement. -/
def moment (D : SymmetricDisplacement) (n : ℕ) : ℝ := D.mean fun x => x ^ n

end SymmetricDisplacement

open SymmetricDisplacement

/-- For `|t| ≤ 1` the fourth-order expansion of the cosine errs by at most `t^6`. -/
theorem cos_quartic_bound (t : ℝ) (ht : |t| ≤ 1) :
    |Real.cos t - (1 - t ^ 2 / 2 + t ^ 4 / 24)| ≤ t ^ 6 := by
  have hn : ‖(t : ℂ) * Complex.I‖ = |t| := by simp
  have h := Complex.exp_bound (x := (t : ℂ) * Complex.I) (by rw [hn]; exact ht)
    (n := 6) (by norm_num)
  have I3 : Complex.I ^ 3 = -Complex.I := by rw [pow_succ, Complex.I_sq]; ring
  have I4 : Complex.I ^ 4 = 1 := Complex.I_pow_four
  have I5 : Complex.I ^ 5 = Complex.I := by rw [pow_succ, I4, one_mul]
  have hs : ∑ m ∈ Finset.range 6, ((t : ℂ) * Complex.I) ^ m / (m.factorial : ℂ)
      = ((1 - t ^ 2 / 2 + t ^ 4 / 24 : ℝ) : ℂ)
        + ((t - t ^ 3 / 6 + t ^ 5 / 120 : ℝ) : ℂ) * Complex.I := by
    simp only [Finset.sum_range_succ, Finset.sum_range_zero, mul_pow, Complex.I_sq,
      I3, I4, I5, Nat.factorial]
    push_cast
    ring
  rw [hs] at h
  -- the cosine is the real part of the exponential
  have h2 := (Complex.abs_re_le_norm _).trans h
  rw [Complex.sub_re, Complex.exp_ofReal_mul_I_re, Complex.add_re, Complex.ofReal_re,
    Complex.re_ofReal_mul, Complex.I_re, mul_zero, add_zero, hn,
    Even.pow_abs (by decide) t] at h2
  exact h2.trans (mul_le_of_le_one_right (by positivity) (by norm_num [Nat.factorial]))

/-- After removal of its constant and quadratic parts, the mean of `cos(Gu)` divided
by `G^4` tends to `m4/24` as `G` tends to zero. -/
theorem mean_cos_quartic (D : SymmetricDisplacement) :
    Tendsto (fun G : ℝ => (D.mean (fun x => Real.cos (G * x)) - 1
      + G ^ 2 * D.moment 2 / 2) / G ^ 4) (𝓝[≠] 0) (𝓝 (D.moment 4 / 24)) := by
  have hterm : ∀ x : ℝ, Tendsto (fun G : ℝ =>
      (Real.cos (G * x) - 1 + (G * x) ^ 2 / 2) / G ^ 4) (𝓝[≠] 0) (𝓝 (x ^ 4 / 24)) := by
    intro x
    have hc : Continuous fun G : ℝ => |G * x| := (continuous_id.mul continuous_const).abs
    have hsmall : ∀ᶠ G in 𝓝 (0 : ℝ), |G * x| < 1 :=
      hc.continuousAt.eventually_lt continuousAt_const (by simp)
    have hg : Continuous fun G : ℝ => x ^ 6 * G ^ 2 := by fun_prop
    rw [tendsto_iff_norm_sub_tendsto_zero]
    refine squeeze_zero' (Eventually.of_forall fun _ => norm_nonneg _) ?_
      ((hg.tendsto' 0 0 (by simp)).mono_left nhdsWithin_le_nhds)
    filter_upwards [self_mem_nhdsWithin, nhdsWithin_le_nhds hsmall] with G hG hs
    have hG0 : G ≠ 0 := hG
    have hG4 : 0 < G ^ 4 := by positivity
    have e : (Real.cos (G * x) - 1 + (G * x) ^ 2 / 2) / G ^ 4 - x ^ 4 / 24
        = (Real.cos (G * x) - (1 - (G * x) ^ 2 / 2 + (G * x) ^ 4 / 24)) / G ^ 4 := by
      generalize Real.cos (G * x) = c
      field_simp
      ring
    rw [e, Real.norm_eq_abs, abs_div, abs_of_pos hG4, div_le_iff₀ hG4]
    exact (cos_quartic_bound (G * x) hs.le).trans_eq (by ring)
  -- average the limits over the distribution
  have h : Tendsto (fun G : ℝ => ∑ x ∈ D.values,
      D.prob x * ((Real.cos (G * x) - 1 + (G * x) ^ 2 / 2) / G ^ 4)) (𝓝[≠] 0)
      (𝓝 (∑ x ∈ D.values, D.prob x * (x ^ 4 / 24))) :=
    tendsto_finset_sum _ fun x _ => (hterm x).const_mul (D.prob x)
  have hlim : ∑ x ∈ D.values, D.prob x * (x ^ 4 / 24) = D.moment 4 / 24 := by
    unfold moment mean
    rw [Finset.sum_div]
    exact Finset.sum_congr rfl fun x _ => by ring
  rw [hlim] at h
  refine h.congr fun G => ?_
  unfold moment mean
  rw [← D.total, Finset.mul_sum, Finset.sum_div, ← Finset.sum_sub_distrib,
    ← Finset.sum_add_distrib, Finset.sum_div]
  exact Finset.sum_congr rfl fun x _ => by ring

end

end MeanCosQuartic
```

Messages:

```
Main.lean:85:4: warning: `tendsto_finset_sum` has been deprecated: Use `tendsto_finsetSum` instead
Try this:
  [apply] ring_nf
  
  The `ring` tactic failed to close the goal. Use `ring_nf` to obtain a normal form.
    
  Note that `ring` works primarily in *commutative* rings. If you have a noncommutative ring, abelian group or module, consider using `noncomm_ring`, `abel` or `module` instead.
Main.lean:95:40: error: unsolved goals
D : SymmetricDisplacement
hterm : ∀ (x : ℝ), Tendsto (fun G => (Real.cos (G * x) - 1 + (G * x) ^ 2 / 2) / G ^ 4) (𝓝[≠] 0) (𝓝 (x ^ 4 / 24))
h :
  Tendsto (fun G => ∑ x ∈ D.values, D.prob x * ((Real.cos (G * x) - 1 + (G * x) ^ 2 / 2) / G ^ 4)) (𝓝[≠] 0)
    (𝓝 (D.moment 4 / 24))
hlim : ∑ x ∈ D.values, D.prob x * (x ^ 4 / 24) = D.moment 4 / 24
G x : ℝ
x✝ : x ∈ D.values
⊢ D.prob x * G ^ 2 * x ^ 2 * G⁻¹ ^ 4 * (1 / 2) + D.prob x * Real.cos (G * x) * G⁻¹ ^ 4 -
      (D.prob x * ∑ x ∈ D.values, D.prob x) * G⁻¹ ^ 4 =
    D.prob x * G ^ 2 * x ^ 2 * G⁻¹ ^ 4 * (1 / 2) + D.prob x * Real.cos (G * x) * G⁻¹ ^ 4 - D.prob x * G⁻¹ ^ 4
```

The mended proof, as a diff:

```diff
@@ -83,5 +83,5 @@
       D.prob x * ((Real.cos (G * x) - 1 + (G * x) ^ 2 / 2) / G ^ 4)) (𝓝[≠] 0)
       (𝓝 (∑ x ∈ D.values, D.prob x * (x ^ 4 / 24))) :=
-    tendsto_finset_sum _ fun x _ => (hterm x).const_mul (D.prob x)
+    tendsto_finsetSum _ fun x _ => (hterm x).const_mul (D.prob x)
   have hlim : ∑ x ∈ D.values, D.prob x * (x ^ 4 / 24) = D.moment 4 / 24 := by
     unfold moment mean
@@ -90,8 +90,12 @@
   rw [hlim] at h
   refine h.congr fun G => ?_
-  unfold moment mean
-  rw [← D.total, Finset.mul_sum, Finset.sum_div, ← Finset.sum_sub_distrib,
-    ← Finset.sum_add_distrib, Finset.sum_div]
-  exact Finset.sum_congr rfl fun x _ => by ring
+  have e : ∑ x ∈ D.values, D.prob x * ((Real.cos (G * x) - 1 + (G * x) ^ 2 / 2) / G ^ 4)
+      = (∑ x ∈ D.values, D.prob x * Real.cos (G * x) - ∑ x ∈ D.values, D.prob x
+        + G ^ 2 * (∑ x ∈ D.values, D.prob x * x ^ 2) / 2) / G ^ 4 := by
+    rw [Finset.mul_sum, Finset.sum_div, ← Finset.sum_sub_distrib,
+      ← Finset.sum_add_distrib, Finset.sum_div]
+    exact Finset.sum_congr rfl fun x _ => by ring
+  rw [D.total] at e
+  exact e
 
 end
```

Diagnosis. The error is in that last step. `rw [← D.total]` was meant to turn the 1 subtracted from the mean cosine into the total probability, so that the right side could be gathered into one sum. But `rw` replaces every instance of the real number 1, and the left side has one too, in the `Real.cos (G * x) - 1` inside its sum. The goal left by `ring` shows the result: `D.prob x` is multiplied by the total probability on the left but stands alone on the right. The two agree only because the total is 1, which `ring` does not know.

The repair states the identity as `e`, with the total probability written out on the right only and the 1 on the left kept. The same sum lemmas and `ring` now prove it term by term. `rw [D.total] at e` then turns the total into 1, and `exact e` closes the goal, since `mean` and `moment` unfold by definition; the `unfold` line is therefore dropped.

Replacing the deprecated `tendsto_finset_sum` by `tendsto_finsetSum` only clears the warning.
